# Number-conserving orthogonal rotations of Majorana operators have determinant one

## Can the parity label stay fixed when I rotate the orbitals?

In my free-fermion code I change orbitals by turning a unitary U = A + iB into the real matrix [[A, -B], [B, A]], applying that to the Majorana covariance matrix, and carrying the state's parity label over unchanged. I never compute a determinant at this step, although a general orthogonal rotation of the Majoranas can have determinant -1 and flip the parity.

The justification I know is that, for real n × n matrices A and B, the block matrix has determinant |det(A + iB)|², so an orthogonal matrix of this form must have determinant one. I would like to see this made rigorous and machine-checked, preferably with the block form derived from number conservation. Can that be done?

## Yes: the determinant is a squared modulus, so it is never -1

### From mode operators to the block matrix

For mode j, write the annihilation operator c_j in terms of two Majorana operators x_j and y_j:

c_j = (x_j + i y_j)/2

A number-conserving linear map mixes annihilation operators only among themselves, c → Uc with U = A + iB. Separating the Majorana parts gives

x → Ax - By
y → Bx + Ay

With all x_j listed before all y_j, the map is therefore the real matrix

M = [[A, -B], [B, A]]

To find its determinant, let W = [[1, i], [0, 1]], where each entry stands for an n × n block. Multiplying out, and using -B + iA = i(A + iB), gives

WM = [[A + iB, i(A + iB)], [B, A]]

The same matrix results from

[[A + iB, 0], [B, A - iB]] W

Since det W = 1, taking determinants gives

det M = det(A + iB) det(A - iB)

A and B are real, so the second factor is the complex conjugate of the first, and

det M = |det(A + iB)|²

Nothing here requires A and B to commute. For example, take A = [[1, 2], [0, 1]] and B = [[0, 0], [1, 0]]. Then A + iB = [[1, 2], [i, 1]] has determinant 1 - 2i, with squared modulus 5. The real matrix has rows

(1, 2, 0, 0)
(0, 1, -1, 0)
(0, 0, 1, 2)
(1, 0, 0, 1)

Expanding along the first column gives 1·1 - 1·(-4) = 5, as it should. The expression det(A² + B²) would give 1, because these two matrices do not commute.

### Phase symmetry fixes the blocks

Number conservation can be stated without presupposing the block form. A global phase c → e^{iθ}c turns every pair (x_j, y_j) by the angle θ, and a number-conserving map R commutes with all these rotations. Write R = [[P, Q], [S, T]] and let J = [[0, -1], [1, 0]] be the quarter turn. Then

RJ = [[Q, -P], [T, -S]]
JR = [[-S, -T], [P, Q]]

Equality forces Q = -S and T = P, which is the block form with A = P and B = S. Conversely, block matrices multiply like the complex matrices A + iB, and a global phase is a scalar among those, so every block matrix commutes with every phase rotation.

The same multiplication rule relates orthogonality to unitarity. Both MᵀM = 1 and U†U = 1 amount to

AᵀA + BᵀB = 1
AᵀB - BᵀA = 0

Finally, if R is orthogonal, RᵀR = 1 gives (det R)² = 1. If it is also number conserving, its determinant is a squared modulus and hence non-negative. The only remaining value is det R = 1.

### The Lean file

```lean
import Mathlib

open Matrix

namespace NumberConservingRotations

noncomputable section

variable {n : Type*} [Fintype n] [DecidableEq n]

/-- The real block matrix `[[A, -B], [B, A]]` acting on the Majorana operators of the modes `n`,
with the first Majoranas of all modes listed before the second ones. -/
def majoranaBlock (A B : Matrix n n ℝ) : Matrix (n ⊕ n) (n ⊕ n) ℝ :=
  fromBlocks A (-B) B A

/-- The complex matrix `A + iB` acting on the mode operators. -/
def orbitalMatrix (A B : Matrix n n ℝ) : Matrix n n ℂ :=
  Matrix.of fun i j => (A i j : ℂ) + Complex.I * (B i j : ℂ)

/-- The global phase rotation: the two Majoranas of every mode are turned by the same angle. -/
def phaseRotation (n : Type*) [DecidableEq n] (θ : ℝ) : Matrix (n ⊕ n) (n ⊕ n) ℝ :=
  majoranaBlock (Real.cos θ • (1 : Matrix n n ℝ)) (Real.sin θ • (1 : Matrix n n ℝ))

/-- A linear map of the Majoranas is number conserving if it commutes with all global phase
rotations. -/
def NumberConserving (R : Matrix (n ⊕ n) (n ⊕ n) ℝ) : Prop :=
  ∀ θ : ℝ, R * phaseRotation n θ = phaseRotation n θ * R

/-- For complex blocks, the determinant of `[[a, -b], [b, a]]` is the product of the determinants
of `a + ib` and `a - ib`. -/
theorem det_complex_block (a b : Matrix n n ℂ) :
    (fromBlocks a (-b) b a).det = (a + Complex.I • b).det * (a - Complex.I • b).det := by
  have h12 : -b + Complex.I • a = Complex.I • (a + Complex.I • b) := by
    rw [smul_add, smul_smul, Complex.I_mul_I]
    module
  have h22 : Complex.I • b + (a - Complex.I • b) = a := by abel
  -- a unitriangular change of basis makes the block matrix triangular
  have h : fromBlocks (1 : Matrix n n ℂ) (Complex.I • (1 : Matrix n n ℂ)) 0 (1 : Matrix n n ℂ)
        * fromBlocks a (-b) b a
      = fromBlocks (a + Complex.I • b) 0 b (a - Complex.I • b)
        * fromBlocks (1 : Matrix n n ℂ) (Complex.I • (1 : Matrix n n ℂ)) 0
          (1 : Matrix n n ℂ) := by
    rw [fromBlocks_multiply, fromBlocks_multiply]
    simp only [Matrix.one_mul, Matrix.mul_one, Matrix.zero_mul, Matrix.mul_zero,
      Matrix.smul_mul, Matrix.mul_smul, zero_add, add_zero]
    rw [h12, h22]
  have hd := congrArg Matrix.det h
  rw [det_mul, det_mul, det_fromBlocks_zero₂₁, det_fromBlocks_zero₁₂] at hd
  simpa using hd

/-- The determinant of the real block matrix `[[A, -B], [B, A]]` is `|det (A + iB)|²`. -/
theorem det_majoranaBlock (A B : Matrix n n ℝ) :
    (majoranaBlock A B).det = ‖(orbitalMatrix A B).det‖ ^ 2 := by
  have hm : Complex.ofRealHom.mapMatrix (majoranaBlock A B)
      = fromBlocks (A.map Complex.ofRealHom) (-(B.map Complex.ofRealHom))
        (B.map Complex.ofRealHom) (A.map Complex.ofRealHom) := by
    ext i j
    rcases i with i | i <;> rcases j with j | j <;> simp [majoranaBlock]
  have hp : orbitalMatrix A B
      = A.map Complex.ofRealHom + Complex.I • B.map Complex.ofRealHom := by
    ext i j
    simp [orbitalMatrix]
  -- the second factor is the complex conjugate of the first
  have hc : A.map Complex.ofRealHom - Complex.I • B.map Complex.ofRealHom
      = (starRingEnd ℂ).mapMatrix (orbitalMatrix A B) := by
    ext i j
    simp [orbitalMatrix, sub_eq_add_neg]
  apply Complex.ofReal_injective
  calc (((majoranaBlock A B).det : ℝ) : ℂ)
      = (Complex.ofRealHom.mapMatrix (majoranaBlock A B)).det :=
        RingHom.map_det Complex.ofRealHom _
    _ = (orbitalMatrix A B).det * (starRingEnd ℂ) (orbitalMatrix A B).det := by
        rw [hm, det_complex_block, ← hp, hc, ← RingHom.map_det]
    _ = ((‖(orbitalMatrix A B).det‖ ^ 2 : ℝ) : ℂ) := by
        rw [Complex.mul_conj, Complex.normSq_eq_norm_sq]

omit [DecidableEq n] in
/-- The real block matrices multiply by the rule for real and imaginary parts. -/
theorem majoranaBlock_mul (A B C D : Matrix n n ℝ) :
    majoranaBlock A B * majoranaBlock C D = majoranaBlock (A * C - B * D) (A * D + B * C) := by
  simp only [majoranaBlock, fromBlocks_multiply, Matrix.neg_mul, Matrix.mul_neg]
  rw [fromBlocks_inj]
  refine ⟨?_, ?_, ?_, ?_⟩ <;> abel

omit [DecidableEq n] in
/-- The complex matrices `A + iB` multiply by the same rule. -/
theorem orbitalMatrix_mul (A B C D : Matrix n n ℝ) :
    orbitalMatrix A B * orbitalMatrix C D = orbitalMatrix (A * C - B * D) (A * D + B * C) := by
  ext i j
  simp only [orbitalMatrix, Matrix.of_apply, Matrix.mul_apply, Matrix.sub_apply,
    Matrix.add_apply, Complex.ofReal_sub, Complex.ofReal_add, Complex.ofReal_sum,
    Complex.ofReal_mul, Finset.mul_sum, ← Finset.sum_sub_distrib, ← Finset.sum_add_distrib]
  refine Finset.sum_congr rfl fun k _ => ?_
  linear_combination ((B i k : ℂ) * (D k j : ℂ)) * Complex.I_sq

/-- A linear map of the Majoranas is number conserving exactly when it has the block form
`[[A, -B], [B, A]]`. -/
theorem numberConserving_iff (R : Matrix (n ⊕ n) (n ⊕ n) ℝ) :
    NumberConserving R ↔ ∃ A B : Matrix n n ℝ, R = majoranaBlock A B := by
  constructor
  · intro hR
    obtain ⟨P, Q, S, T, rfl⟩ : ∃ P Q S T : Matrix n n ℝ, R = fromBlocks P Q S T :=
      ⟨_, _, _, _, (fromBlocks_toBlocks R).symm⟩
    -- the quarter turn already fixes the block form
    have h := hR (Real.pi / 2)
    simp only [phaseRotation, majoranaBlock, Real.cos_pi_div_two, Real.sin_pi_div_two,
      zero_smul, one_smul, fromBlocks_multiply, fromBlocks_inj] at h
    obtain ⟨h1, _, h3, _⟩ := h
    have hQ : Q = -S := by simpa using h1
    have hT : T = P := by simpa using h3
    exact ⟨P, S, by simp [majoranaBlock, hQ, hT]⟩
  · rintro ⟨A, B, rfl⟩ θ
    simp only [phaseRotation, majoranaBlock_mul, Matrix.mul_smul, Matrix.smul_mul,
      Matrix.mul_one, Matrix.one_mul]
    rw [add_comm (Real.sin θ • A)]

/-- The real block matrix `[[A, -B], [B, A]]` is orthogonal exactly when `A + iB` is unitary. -/
theorem orthogonal_iff_unitary (A B : Matrix n n ℝ) :
    (majoranaBlock A B)ᵀ * majoranaBlock A B = 1 ↔
      (orbitalMatrix A B)ᴴ * orbitalMatrix A B = 1 := by
  have ht : (majoranaBlock A B)ᵀ = majoranaBlock Aᵀ (-Bᵀ) := by
    simp [majoranaBlock, fromBlocks_transpose]
  have hh : (orbitalMatrix A B)ᴴ = orbitalMatrix Aᵀ (-Bᵀ) := by
    ext i j
    simp [orbitalMatrix, Matrix.conjTranspose_apply]
  -- both conditions say: real part one, imaginary part zero
  have h1 : ∀ X Y : Matrix n n ℝ, majoranaBlock X Y = 1 ↔ X = 1 ∧ Y = 0 := by
    intro X Y
    rw [majoranaBlock, ← fromBlocks_one, fromBlocks_inj]
    exact ⟨fun h => ⟨h.1, h.2.2.1⟩, fun h => ⟨h.1, by rw [h.2, neg_zero], h.2, h.1⟩⟩
  have h2 : ∀ X Y : Matrix n n ℝ, orbitalMatrix X Y = 1 ↔ X = 1 ∧ Y = 0 := by
    intro X Y
    constructor
    · intro h
      constructor <;> ext i j
      · have e := congrArg Complex.re (congrFun (congrFun h i) j)
        by_cases hij : i = j <;> simpa [orbitalMatrix, Matrix.one_apply, hij] using e
      · have e := congrArg Complex.im (congrFun (congrFun h i) j)
        by_cases hij : i = j <;> simpa [orbitalMatrix, Matrix.one_apply, hij] using e
    · rintro ⟨rfl, rfl⟩
      ext i j
      by_cases hij : i = j <;> simp [orbitalMatrix, Matrix.one_apply, hij]
  rw [ht, hh, majoranaBlock_mul, orbitalMatrix_mul, h1, h2]

/-- Every number-conserving real orthogonal rotation of the Majoranas has determinant one. -/
theorem det_eq_one_of_numberConserving (R : Matrix (n ⊕ n) (n ⊕ n) ℝ)
    (hO : Rᵀ * R = 1) (hN : NumberConserving R) : R.det = 1 := by
  obtain ⟨A, B, rfl⟩ := (numberConserving_iff R).1 hN
  have h := congrArg Matrix.det hO
  rw [det_mul, det_transpose, det_one] at h
  -- the determinant is a squared modulus, which excludes the value -1
  have h0 : 0 ≤ (majoranaBlock A B).det := by
    rw [det_majoranaBlock]
    positivity
  rcases mul_self_eq_one_iff.1 h with h | h
  · exact h
  · linarith

/-- For a non-empty set of modes, reversing the sign of the second Majorana of every mode is an
orthogonal map whose determinant is `-1` to the power of the number of modes, and it is not number
conserving. -/
theorem majorana_flip_not_numberConserving [Nonempty n] :
    let F : Matrix (n ⊕ n) (n ⊕ n) ℝ := fromBlocks 1 0 0 (-1)
    Fᵀ * F = 1 ∧ F.det = (-1) ^ Fintype.card n ∧ ¬ NumberConserving F := by
  intro F
  refine ⟨?_, ?_, ?_⟩
  · simp [F, fromBlocks_transpose, fromBlocks_multiply]
  · simp [F, det_fromBlocks_zero₂₁, det_neg]
  · intro hF
    obtain ⟨A, B, h⟩ := (numberConserving_iff F).1 hF
    obtain ⟨h1, _, _, h4⟩ := fromBlocks_inj.1 h
    -- the two diagonal blocks would have to agree
    obtain ⟨i⟩ := ‹Nonempty n›
    have e := congrFun (congrFun (h4.trans h1.symm) i) i
    rw [Matrix.neg_apply, Matrix.one_apply_eq] at e
    norm_num at e

end

end NumberConservingRotations
```

```lean
#print axioms NumberConservingRotations.orthogonal_iff_unitary
-- 'NumberConservingRotations.orthogonal_iff_unitary' depends on axioms: [propext, Classical.choice, Quot.sound]
#print axioms NumberConservingRotations.det_eq_one_of_numberConserving
-- 'NumberConservingRotations.det_eq_one_of_numberConserving' depends on axioms: [propext, Classical.choice, Quot.sound]
#print axioms NumberConservingRotations.majorana_flip_not_numberConserving
-- 'NumberConservingRotations.majorana_flip_not_numberConserving' depends on axioms: [propext, Classical.choice, Quot.sound]
```

### What the theorems say about the modes

The type `n` labels a finite set of modes, and `n ⊕ n` labels their Majoranas, first all x_j and then all y_j. If your code uses the interleaved ordering x_1, y_1, x_2, y_2, and so on, permute rows and columns to this ordering before comparing with the block form.

`majoranaBlock A B` is the real matrix M, and `orbitalMatrix A B` is U = A + iB. `phaseRotation n θ` has cos θ and sin θ times the identity as its two blocks. `NumberConserving R` says that R commutes with these rotations for every real θ. This expresses the symmetry generated by the total particle number at the level of linear maps; no Fock space or number operator is constructed.

`det_majoranaBlock` states the determinant formula for arbitrary real A and B, with no orthogonality assumed. `numberConserving_iff` states that the phase symmetry and the block form are equivalent, and `orthogonal_iff_unitary` that M is orthogonal exactly when U is unitary. The main conclusion, `det_eq_one_of_numberConserving`, takes two hypotheses: `hO`, which is RᵀR = 1 and preserves the Majorana anticommutation relations, and `hN`, which is number conservation.

Each hypothesis does its own work:

- **Without number conservation**, take one mode and R = diag(1, -1). This is orthogonal and exchanges c with c†, but its determinant is -1. `majorana_flip_not_numberConserving` treats the same flip on any non-empty set of modes, where the determinant is (-1)^n for n modes. For even n that is +1, so determinant one does not imply number conservation.
- **Without orthogonality**, take one mode with A = 2 and B = 0. The matrix diag(2, 2) commutes with all phase rotations, but its determinant is 4.

The link to your parity label is the standard fact that the parity operator is, up to a phase, the product of all 2n Majoranas, and that an orthogonal R multiplies this product by det R. The file establishes the value of det R and leaves that operator identity to the physics. Together they justify your shortcut for orbital rotations of finitely many modes in free-fermion simulation; Bogoliubov transformations that mix c with c† are not covered, and their determinant can be -1.

### How the proof follows the algebra

`det_complex_block` is the triangularisation by W. The facts `h12` and `h22` are the two block identities needed to match the products, and `h` is the resulting matrix equation. Applying `Matrix.det` to both sides, with Mathlib's rules for block-triangular determinants, leaves the product of the two factors.

`det_majoranaBlock` carries this back to real matrices. It views M as a complex matrix (`hm`), identifies the first factor with `orbitalMatrix A B` (`hp`) and the second with its entrywise conjugate (`hc`). The `calc` chain then turns a number times its conjugate into a squared norm. Since the embedding of ℝ in ℂ is injective, the equation also holds between real numbers.

`majoranaBlock_mul` and `orbitalMatrix_mul` show that both kinds of matrix multiply by the same rule,

(A, B)(C, D) = (AC - BD, AD + BC)

The first is checked block by block. The second is checked entry by entry, where `linear_combination` supplies i² = -1.

In `numberConserving_iff`, the forward direction splits R into four blocks and sets θ = π/2 in the hypothesis. Two of the four block equations give `hQ` and `hT`, the relations Q = -S and T = P found above. The reverse direction uses `majoranaBlock_mul` and compares the two products with a general phase rotation.

`orthogonal_iff_unitary` first writes the transpose and the conjugate transpose with the same pair of blocks, Aᵀ and -Bᵀ. After multiplication, `h1` and `h2` reduce each condition to "real part one, imaginary part zero", so the two sides coincide. This equivalence connects the real and complex descriptions, but the final determinant argument does not need it.

`det_eq_one_of_numberConserving` obtains A and B from the phase symmetry and takes the determinant of `hO`, which gives a number whose square is one. `h0` supplies non-negativity from the squared norm. Of the two cases +1 and -1, `linarith` rules out the second.

For the flip, simplification gives orthogonality and the determinant. If the flip were number conserving, its diagonal blocks 1 and -1 would have to agree. Comparing one diagonal entry gives -1 = 1, a contradiction; at least one mode is needed for such an entry to exist.
